# A lower bound on the dispersion coefficient of unlike atoms with finitely many poles in a common frequency band

For two neutral atoms $A$ and $B$ in spherical ground states, the leading term of the non-retarded dispersion energy at large distance $R$ is $-C_{AB}/R^6$. Let the dipole polarisability of each atom have a single pole, at one excitation frequency: $A$ with oscillator strength $f>0$ at $w>0$, $B$ with oscillator strength $g>0$ at $v>0$. In atomic units

$$C_{AB}=\frac32\,\frac{fg}{wv(w+v)},\qquad C_{AA}=\frac34\,\frac{f^2}{w^3},\qquad C_{BB}=\frac34\,\frac{g^2}{v^3}.$$

The strengths cancel in the ratio

$$\frac{C_{AB}}{\sqrt{C_{AA}C_{BB}}}=\frac{2\sqrt{wv}}{w+v},$$

which is the geometric mean of the two frequencies over their arithmetic mean. At equal frequencies it is 1; at $v=4w$ it is $4/5$.

## The bound for many poles

Now let $A$ have finitely many poles with strengths $f_i\ge0$ and frequencies $w_i$, and $B$ likewise with $g_j\ge0$ and $v_j$. The coefficient is

$$C_{AB}=\frac32\sum_{i,j}\frac{f_ig_j}{w_iv_j(w_i+v_j)}.$$

If all frequencies of both atoms lie in $[m,M]$ with $0<m\le M$, then

$$C_{AB}\;\ge\;\frac{2\sqrt{mM}}{m+M}\,\sqrt{C_{AA}C_{BB}}.$$

For nonempty pole sets with positive strengths, equality holds exactly when one atom has all its poles at $m$ and the other has all its poles at $M$.

## Filling a pair table from like-atom coefficients

Some force fields store one dispersion coefficient per atom type and set the mixed entry to $\sqrt{C_{AA}C_{BB}}$. Geometric combination of both Lennard-Jones parameters does the same, since $C_6=4\varepsilon\sigma^6$. For coefficients that come from finite pole sums in a common band, the bound says that this entry exceeds the pole-sum value by at most the factor $(m+M)/(2\sqrt{mM})$.

Suppose the like-atom coefficients are 10 and 40 atomic units and all poles lie between 0.5 and 2 hartree. The code writes 20 into the table, and the double sum over poles gives at least 16.

The pole lists may come from a linear-response calculation in a finite basis, as excitation energies and oscillator strengths. Such lists often contain high-lying pseudostates, which raise $M$ and weaken the bound. Poles of zero strength can be deleted first, because they contribute nothing to any coefficient.

## From pole pairs to the band edges

Write $r(x,y)=2\sqrt{xy}/(x+y)$ for positive $x,y$. Since $(\sqrt x-\sqrt y)^2\ge0$, we have $r\le1$.

On the band, $r$ is smallest at opposite edges. Because $r(x,y)^2=4xy/(x+y)^2$, the claim $r(w,v)\ge r(m,M)$ amounts to $wv(m+M)^2\ge mM(w+v)^2$. The difference factorises:

$$wv(m+M)^2-mM(w+v)^2=(wM-vm)(vM-wm).$$

The first factor is $(w-m)M+m(M-v)\ge0$, and it vanishes only for $w=m$, $v=M$. The second is the same with $w$ and $v$ exchanged.

Next, define the weights $s_i=f_i/w_i^{3/2}$ and $t_j=g_j/v_j^{3/2}$, with totals $S$ and $T$. Each term of the double sum is

$$\frac{f_ig_j}{w_iv_j(w_i+v_j)}=\frac12\,r(w_i,v_j)\,s_it_j,$$

so for any number $k$

$$C_{AB}=\frac34\,kST+\frac34\sum_{i,j}\bigl(r(w_i,v_j)-k\bigr)s_it_j.$$

Applied to $A$ with itself and to $B$ with itself at $k=1$, this gives $C_{AA}\le\frac34S^2$ and $C_{BB}\le\frac34T^2$. All quantities are nonnegative, hence $\sqrt{C_{AA}C_{BB}}\le\frac34ST$. Applied to the unlike pair at $k=r(m,M)$, the last sum is nonnegative, and

$$C_{AB}\ge\tfrac34\,r(m,M)\,ST\ge r(m,M)\sqrt{C_{AA}C_{BB}}.$$

If the two ends agree, the sum of deviations is zero. Its terms are nonnegative and the weights positive, so $r(w_i,v_j)=r(m,M)$ for every pair, and every pair sits at opposite edges. Comparing all pairs with one fixed pair shows that each atom has all its poles at one edge. Conversely, in that arrangement all like-atom ratios are 1 and all mixed ratios are $r(m,M)$. The coefficients are then $\frac34S^2$, $\frac34T^2$ and $\frac34r(m,M)ST$, which gives equality.

For $M=4m$ the prefactor is $2\cdot2m/(5m)=4/5$.

## Definitions and proofs in Lean

```lean
import Mathlib

namespace ReverseGeometricMeanDispersion

noncomputable section

/-- The ratio `2√(xy)/(x+y)` of the geometric to the arithmetic mean of two positive
frequencies. -/
def meanRatio (x y : ℝ) : ℝ := 2 * √(x * y) / (x + y)

/-- The weight `f / w^(3/2)` of a pole with strength `f` and positive frequency `w`. -/
def weight {ι : Type*} (f w : ι → ℝ) (i : ι) : ℝ := f i / (w i * √(w i))

variable {ι κ : Type*} [Fintype ι] [Fintype κ]

/-- The dispersion coefficient of two atoms with pole strengths `f`, `g` and positive pole
frequencies `w`, `v`. -/
def c6 (f w : ι → ℝ) (g v : κ → ℝ) : ℝ :=
  3 / 2 * ∑ i, ∑ j, f i * g j / (w i * v j * (w i + v j))

/-- For positive frequencies the geometric mean is at most the arithmetic mean. -/
theorem meanRatio_le_one {x y : ℝ} (hx : 0 < x) (hy : 0 < y) : meanRatio x y ≤ 1 := by
  unfold meanRatio
  rw [div_le_one (by positivity), Real.sqrt_mul hx.le]
  nlinarith [sq_nonneg (√x - √y), Real.sq_sqrt hx.le, Real.sq_sqrt hy.le]

/-- The square of the mean ratio of two positive frequencies is `4xy/(x+y)²`. -/
theorem meanRatio_sq {x y : ℝ} (hx : 0 < x) (hy : 0 < y) :
    meanRatio x y ^ 2 = 4 * (x * y) / (x + y) ^ 2 := by
  unfold meanRatio
  rw [div_pow, mul_pow, Real.sq_sqrt (by positivity)]
  norm_num

/-- Among pairs of frequencies in a positive band `[m, M]`, the mean ratio is smallest for the
two band edges, and only for them. -/
theorem meanRatio_band {m M w v : ℝ} (hm : 0 < m)
    (hw : w ∈ Set.Icc m M) (hv : v ∈ Set.Icc m M) :
    meanRatio m M ≤ meanRatio w v ∧
      (meanRatio w v = meanRatio m M → (w = m ∧ v = M) ∨ (w = M ∧ v = m)) := by
  have hw0 : 0 < w := hm.trans_le hw.1
  have hv0 : 0 < v := hm.trans_le hv.1
  have hM : 0 < M := hw0.trans_le hw.2
  have edge : ∀ x ∈ Set.Icc m M, ∀ y ∈ Set.Icc m M,
      0 ≤ x * M - y * m ∧ (x * M - y * m = 0 → x = m ∧ y = M) := by
    intro x hx y hy
    have a := mul_nonneg (sub_nonneg.2 hx.1) hM.le
    have b := mul_nonneg hm.le (sub_nonneg.2 hy.2)
    refine ⟨by nlinarith, fun h => ?_⟩
    have a0 : (x - m) * M = 0 := by nlinarith
    have b0 : m * (M - y) = 0 := by nlinarith
    have a1 := (mul_eq_zero.1 a0).resolve_right hM.ne'
    have b1 := (mul_eq_zero.1 b0).resolve_left hm.ne'
    exact ⟨by linarith, by linarith⟩
  constructor
  · have h1 : 0 ≤ meanRatio m M := by unfold meanRatio; positivity
    have h2 : 0 ≤ meanRatio w v := by unfold meanRatio; positivity
    rw [← sq_le_sq₀ h1 h2, meanRatio_sq hm hM, meanRatio_sq hw0 hv0,
      div_le_div_iff₀ (by positivity) (by positivity)]
    -- the difference of the two sides factorises
    nlinarith [mul_nonneg (edge w hw v hv).1 (edge v hv w hw).1]
  · intro h
    have h2 : meanRatio w v ^ 2 = meanRatio m M ^ 2 := by rw [h]
    rw [meanRatio_sq hm hM, meanRatio_sq hw0 hv0,
      div_eq_div_iff (by positivity) (by positivity)] at h2
    have h3 : (w * M - v * m) * (v * M - w * m) = 0 := by linear_combination h2 / 4
    rcases mul_eq_zero.1 h3 with h4 | h4
    · exact Or.inl ((edge w hw v hv).2 h4)
    · exact Or.inr ((edge v hv w hw).2 h4).symm

/-- For positive frequencies and any reference value `k`, the dispersion coefficient is a product
of total pole weights plus a sum over the deviations of the mean ratios from `k`. -/
theorem c6_decomposition (k : ℝ) {f w : ι → ℝ} {g v : κ → ℝ}
    (hw : ∀ i, 0 < w i) (hv : ∀ j, 0 < v j) :
    c6 f w g v = 3 / 4 * (k * ((∑ i, weight f w i) * ∑ j, weight g v j)) +
      3 / 4 * ∑ i, ∑ j, (meanRatio (w i) (v j) - k) * (weight f w i * weight g v j) := by
  have term : ∀ i j, f i * g j / (w i * v j * (w i + v j)) =
      1 / 2 * (meanRatio (w i) (v j) * (weight f w i * weight g v j)) := by
    intro i j
    have h1 := (hw i).ne'
    have h2 := (hv j).ne'
    have h3 := (Real.sqrt_pos.2 (hw i)).ne'
    have h4 := (Real.sqrt_pos.2 (hv j)).ne'
    have h5 := (add_pos (hw i) (hv j)).ne'
    unfold meanRatio weight
    rw [Real.sqrt_mul (hw i).le]
    field_simp
  unfold c6
  rw [Finset.sum_mul_sum]
  simp_rw [term, sub_mul, Finset.sum_sub_distrib, ← Finset.mul_sum]
  ring

/-- For nonnegative strengths and positive frequencies, the geometric mean of the two like-atom
coefficients is at most `3/4` times the product of the total pole weights. -/
theorem sqrt_c6_le {f w : ι → ℝ} {g v : κ → ℝ} (hf : ∀ i, 0 ≤ f i) (hg : ∀ j, 0 ≤ g j)
    (hw : ∀ i, 0 < w i) (hv : ∀ j, 0 < v j) :
    √(c6 f w f w * c6 g v g v) ≤
      3 / 4 * ((∑ i, weight f w i) * ∑ j, weight g v j) := by
  have hs : ∀ i, 0 ≤ weight f w i := fun i =>
    div_nonneg (hf i) (mul_nonneg (hw i).le (Real.sqrt_nonneg _))
  have ht : ∀ j, 0 ≤ weight g v j := fun j =>
    div_nonneg (hg j) (mul_nonneg (hv j).le (Real.sqrt_nonneg _))
  have hS : 0 ≤ ∑ i, weight f w i := Finset.sum_nonneg fun i _ => hs i
  have hT : 0 ≤ ∑ j, weight g v j := Finset.sum_nonneg fun j _ => ht j
  -- every mean ratio is at most one
  have hA : ∑ i, ∑ j, (meanRatio (w i) (w j) - 1) * (weight f w i * weight f w j) ≤ 0 :=
    Finset.sum_nonpos fun i _ => Finset.sum_nonpos fun j _ =>
      mul_nonpos_of_nonpos_of_nonneg (sub_nonpos.2 (meanRatio_le_one (hw i) (hw j)))
        (mul_nonneg (hs i) (hs j))
  have hB : ∑ i, ∑ j, (meanRatio (v i) (v j) - 1) * (weight g v i * weight g v j) ≤ 0 :=
    Finset.sum_nonpos fun i _ => Finset.sum_nonpos fun j _ =>
      mul_nonpos_of_nonpos_of_nonneg (sub_nonpos.2 (meanRatio_le_one (hv i) (hv j)))
        (mul_nonneg (ht i) (ht j))
  have hA' : c6 f w f w ≤ 3 / 4 * ((∑ i, weight f w i) * ∑ i, weight f w i) := by
    rw [c6_decomposition 1 hw hw]; linarith
  have hB' : c6 g v g v ≤ 3 / 4 * ((∑ j, weight g v j) * ∑ j, weight g v j) := by
    rw [c6_decomposition 1 hv hv]; linarith
  have hB0 : 0 ≤ c6 g v g v :=
    mul_nonneg (by norm_num) (Finset.sum_nonneg fun i _ => Finset.sum_nonneg fun j _ =>
      div_nonneg (mul_nonneg (hg i) (hg j))
        (mul_nonneg (mul_nonneg (hv i).le (hv j).le) (add_pos (hv i) (hv j)).le))
  refine Real.sqrt_le_iff.2 ⟨by positivity, ?_⟩
  calc c6 f w f w * c6 g v g v
      ≤ (3 / 4 * ((∑ i, weight f w i) * ∑ i, weight f w i)) *
        (3 / 4 * ((∑ j, weight g v j) * ∑ j, weight g v j)) :=
        mul_le_mul hA' hB' hB0 (by positivity)
    _ = _ := by ring

/-- Reverse geometric-mean bound: for nonnegative strengths and all frequencies in `[m, M]` with
`0 < m ≤ M`, `C_AB` is at least `2√(mM)/(m+M)` times the geometric mean of `C_AA` and `C_BB`. -/
theorem reverse_geometric_mean {m M : ℝ} (hm : 0 < m) (hmM : m ≤ M)
    {f w : ι → ℝ} {g v : κ → ℝ} (hf : ∀ i, 0 ≤ f i) (hg : ∀ j, 0 ≤ g j)
    (hw : ∀ i, w i ∈ Set.Icc m M) (hv : ∀ j, v j ∈ Set.Icc m M) :
    2 * √(m * M) / (m + M) * √(c6 f w f w * c6 g v g v) ≤ c6 f w g v := by
  have hw0 : ∀ i, 0 < w i := fun i => hm.trans_le (hw i).1
  have hv0 : ∀ j, 0 < v j := fun j => hm.trans_le (hv j).1
  have hM : 0 < M := hm.trans_le hmM
  have hk : 0 ≤ meanRatio m M := by unfold meanRatio; positivity
  have h1 := mul_le_mul_of_nonneg_left (sqrt_c6_le hf hg hw0 hv0) hk
  -- every mean ratio is at least that of the band edges
  have h2 : 0 ≤ ∑ i, ∑ j,
      (meanRatio (w i) (v j) - meanRatio m M) * (weight f w i * weight g v j) :=
    Finset.sum_nonneg fun i _ => Finset.sum_nonneg fun j _ =>
      mul_nonneg (sub_nonneg.2 (meanRatio_band hm (hw i) (hv j)).1)
        (mul_nonneg (div_nonneg (hf i) (mul_nonneg (hw0 i).le (Real.sqrt_nonneg _)))
          (div_nonneg (hg j) (mul_nonneg (hv0 j).le (Real.sqrt_nonneg _))))
  change meanRatio m M * _ ≤ _
  rw [c6_decomposition (meanRatio m M) hw0 hv0]
  linarith

/-- For nonempty pole sets with positive strengths and frequencies in `[m, M]`, `0 < m ≤ M`, the
bound is attained exactly when one atom has all its poles at `m` and the other all at `M`. -/
theorem reverse_geometric_mean_eq_iff [Nonempty ι] [Nonempty κ] {m M : ℝ}
    (hm : 0 < m) (hmM : m ≤ M)
    {f w : ι → ℝ} {g v : κ → ℝ} (hf : ∀ i, 0 < f i) (hg : ∀ j, 0 < g j)
    (hw : ∀ i, w i ∈ Set.Icc m M) (hv : ∀ j, v j ∈ Set.Icc m M) :
    c6 f w g v = 2 * √(m * M) / (m + M) * √(c6 f w f w * c6 g v g v) ↔
      ((∀ i, w i = m) ∧ ∀ j, v j = M) ∨ ((∀ i, w i = M) ∧ ∀ j, v j = m) := by
  have hw0 : ∀ i, 0 < w i := fun i => hm.trans_le (hw i).1
  have hv0 : ∀ j, 0 < v j := fun j => hm.trans_le (hv j).1
  have hM : 0 < M := hm.trans_le hmM
  have hk : 0 ≤ meanRatio m M := by unfold meanRatio; positivity
  have hs : ∀ i, 0 < weight f w i := fun i =>
    div_pos (hf i) (mul_pos (hw0 i) (Real.sqrt_pos.2 (hw0 i)))
  have ht : ∀ j, 0 < weight g v j := fun j =>
    div_pos (hg j) (mul_pos (hv0 j) (Real.sqrt_pos.2 (hv0 j)))
  change c6 f w g v = meanRatio m M * _ ↔ _
  constructor
  · intro h
    have h1 := mul_le_mul_of_nonneg_left
      (sqrt_c6_le (fun i => (hf i).le) (fun j => (hg j).le) hw0 hv0) hk
    have hterm : ∀ i j, 0 ≤
        (meanRatio (w i) (v j) - meanRatio m M) * (weight f w i * weight g v j) := fun i j =>
      mul_nonneg (sub_nonneg.2 (meanRatio_band hm (hw i) (hv j)).1)
        (mul_pos (hs i) (ht j)).le
    have hrow := fun i => Finset.sum_nonneg fun j (_ : j ∈ Finset.univ) => hterm i j
    have hD : ∑ i, ∑ j,
        (meanRatio (w i) (v j) - meanRatio m M) * (weight f w i * weight g v j) = 0 := by
      refine le_antisymm ?_ (Finset.sum_nonneg fun i _ => hrow i)
      have h2 := c6_decomposition (f := f) (g := g) (meanRatio m M) hw0 hv0
      linarith
    -- each deviation vanishes, so each pair of poles sits at opposite band edges
    have hpair : ∀ i j, (w i = m ∧ v j = M) ∨ (w i = M ∧ v j = m) := by
      intro i j
      have h3 := (Finset.sum_eq_zero_iff_of_nonneg fun i _ => hrow i).1 hD i (Finset.mem_univ i)
      have h4 := (Finset.sum_eq_zero_iff_of_nonneg fun j _ => hterm i j).1 h3 j
        (Finset.mem_univ j)
      have h5 := (mul_eq_zero.1 h4).resolve_right (mul_pos (hs i) (ht j)).ne'
      exact (meanRatio_band hm (hw i) (hv j)).2 (sub_eq_zero.1 h5)
    obtain ⟨i₀⟩ := ‹Nonempty ι›
    obtain ⟨j₀⟩ := ‹Nonempty κ›
    rcases hpair i₀ j₀ with ⟨a, b⟩ | ⟨a, b⟩
    · refine Or.inl ⟨fun i => ?_, fun j => ?_⟩
      · rcases hpair i j₀ with ⟨c, d⟩ | ⟨c, d⟩ <;> linarith
      · rcases hpair i₀ j with ⟨c, d⟩ | ⟨c, d⟩ <;> linarith
    · refine Or.inr ⟨fun i => ?_, fun j => ?_⟩
      · rcases hpair i j₀ with ⟨c, d⟩ | ⟨c, d⟩ <;> linarith
      · rcases hpair i₀ j with ⟨c, d⟩ | ⟨c, d⟩ <;> linarith
  · intro h
    have hself : ∀ x : ℝ, 0 < x → meanRatio x x = 1 := by
      intro x hx
      unfold meanRatio
      rw [Real.sqrt_mul_self hx.le, ← two_mul]
      exact div_self (by positivity)
    have hww : ∀ i j, meanRatio (w i) (w j) = 1 := by
      intro i j
      rcases h with ⟨a, _⟩ | ⟨a, _⟩ <;> rw [a i, a j]
      exacts [hself m hm, hself M hM]
    have hvv : ∀ i j, meanRatio (v i) (v j) = 1 := by
      intro i j
      rcases h with ⟨_, b⟩ | ⟨_, b⟩ <;> rw [b i, b j]
      exacts [hself M hM, hself m hm]
    have hwv : ∀ i j, meanRatio (w i) (v j) = meanRatio m M := by
      intro i j
      rcases h with ⟨a, b⟩ | ⟨a, b⟩ <;> rw [a i, b j]
      unfold meanRatio
      rw [mul_comm M m, add_comm M m]
    have hS : 0 ≤ ∑ i, weight f w i := Finset.sum_nonneg fun i _ => (hs i).le
    have hT : 0 ≤ ∑ j, weight g v j := Finset.sum_nonneg fun j _ => (ht j).le
    rw [c6_decomposition (meanRatio m M) hw0 hv0, c6_decomposition 1 hw0 hw0,
      c6_decomposition 1 hv0 hv0]
    simp only [hww, hvv, hwv, sub_self, zero_mul, Finset.sum_const_zero, mul_zero, add_zero,
      one_mul]
    have hsq : 3 / 4 * ((∑ i, weight f w i) * ∑ i, weight f w i) *
        (3 / 4 * ((∑ j, weight g v j) * ∑ j, weight g v j)) =
        (3 / 4 * ((∑ i, weight f w i) * ∑ j, weight g v j)) ^ 2 := by ring
    rw [hsq, Real.sqrt_sq (by positivity)]
    ring

/-- If the strengths are nonnegative and all frequencies lie between `m > 0` and `4m`, then `C_AB`
is at least four fifths of the geometric mean of `C_AA` and `C_BB`. -/
theorem four_fifths_rule {m : ℝ} (hm : 0 < m)
    {f w : ι → ℝ} {g v : κ → ℝ} (hf : ∀ i, 0 ≤ f i) (hg : ∀ j, 0 ≤ g j)
    (hw : ∀ i, w i ∈ Set.Icc m (4 * m)) (hv : ∀ j, v j ∈ Set.Icc m (4 * m)) :
    4 / 5 * √(c6 f w f w * c6 g v g v) ≤ c6 f w g v := by
  have h := reverse_geometric_mean hm (by linarith) hf hg hw hv
  have hk : 2 * √(m * (4 * m)) / (m + 4 * m) = 4 / 5 := by
    rw [show m * (4 * m) = (2 * m) ^ 2 by ring, Real.sqrt_sq (by positivity),
      div_eq_div_iff (by positivity) (by norm_num)]
    ring
  rwa [hk] at h

end

end ReverseGeometricMeanDispersion
```

```lean
#print axioms ReverseGeometricMeanDispersion.meanRatio_band
#print axioms ReverseGeometricMeanDispersion.reverse_geometric_mean_eq_iff
#print axioms ReverseGeometricMeanDispersion.four_fifths_rule
```

```
'ReverseGeometricMeanDispersion.meanRatio_band' depends on axioms: [propext, Classical.choice, Quot.sound]
'ReverseGeometricMeanDispersion.reverse_geometric_mean_eq_iff' depends on axioms: [propext, Classical.choice, Quot.sound]
'ReverseGeometricMeanDispersion.four_fifths_rule' depends on axioms: [propext, Classical.choice, Quot.sound]
```

## Reading the theorems and their range

The finite types `ι` and `κ` label the poles of the two atoms. The functions `f`, `w` belong to $A$ and `g`, `v` to $B$; `w` and `v` are the frequencies usually written $\omega$. Thus `c6 f w g v` is $C_{AB}$ and `c6 f w f w` is $C_{AA}$. The factor $3/2$ comes from the Casimir–Polder integral given below. `meanRatio` is $r$, and `weight` is $f_i/w_i^{3/2}$, not the oscillator strength itself. `Set.Icc m M` is the closed band.

`reverse_geometric_mean` is the inequality and `four_fifths_rule` its case $M=4m$. Both allow zero strengths and empty pole sets. `reverse_geometric_mean_eq_iff` asks for positive strengths and nonempty sets: if $A$ had no poles, both sides would be zero wherever the poles of $B$ lay.

`meanRatio_band` contains the factorisation. It compares squares, clears denominators and passes the product of the two nonnegative factors to `nlinarith`; its second half recovers the edges from equality. `c6_decomposition` is the identity with free $k$, proved term by term with `field_simp` and then summed. `sqrt_c6_le` uses it at `k = 1`, and the main theorem at `meanRatio m M`, where `linarith` joins the two estimates. In the equality proof, `Finset.sum_eq_zero_iff_of_nonneg` is used twice, first for rows and then for single entries. The converse evaluates all three coefficients through the same identity.

The theorems start from the double sum. The step to real atoms is the Casimir–Polder formula for isotropic polarisabilities,

$$C_{AB}=\frac3\pi\int_0^\infty\alpha_A(iu)\,\alpha_B(iu)\,du,$$

with $\alpha_A(iu)=\sum_if_i/(w_i^2+u^2)$ and likewise for $B$. Integrating each pair of terms gives $\pi/(2w_iv_j(w_i+v_j))$ and hence the double sum. A real atom also has a continuum of excitations without an upper edge, so a finite band describes a truncated or fitted spectrum. The bound concerns the pair coefficient alone; damping at short range and many-body dispersion are separate matters.
